# Magnons on the edges of a finite graph: hopping eigenvalue −2 and vanishing vertex sums

## Where the one-magnon gap closes

For the nearest-neighbour Heisenberg antiferromagnet on the kagome lattice, the field at which the one-magnon gap closes follows from the lowest eigenvalue of the hopping matrix, which has entry 1 between neighbouring sites and 0 elsewhere. That eigenvalue can be had without diagonalising. The kagome sites are the edges of a honeycomb lattice, and on the edges of any finite simple graph the hopping matrix has no eigenvalue below $-2$. Alternating signs around a hexagon give a state with exactly this eigenvalue. With energy $J\,\mathbf S_i\cdot\mathbf S_j$ on each bond, $-hS^z_i$ on each site and spin $s$, the gap closes at $h = 6Js$, which is $3J$ for spin one half.

In code, the states with eigenvalue $-2$ are the null space of the vertex–edge incidence matrix $B$:

```python
B = np.zeros((n_vertices, n_edges))
for k, (a, b) in enumerate(edges):
    B[a, k] = B[b, k] = 1
A = B.T @ B - 2 * np.eye(n_edges)
lowest = scipy.linalg.null_space(B)
```

The columns of `lowest` are an orthonormal basis of the states with $Af=-2f$. If there are no columns, $-2$ is not an eigenvalue. This happens for a triangle, whose lowest eigenvalue is $-1$.

## Sites, amplitudes and energy

Let $G$ be a finite simple graph with a magnetic site on each edge. Two sites are neighbours if their edges are distinct and share a vertex. A one-magnon state is given by an amplitude $f_e$ on every edge $e$, taken to be real here. For complex amplitudes the results apply to the real and imaginary parts separately, because the operators below are real and symmetric. Define the hopping operator and the vertex sums by

$$(Af)_e=\sum_{e'\sim e} f_{e'},\qquad S_v(f)=\sum_{e\ni v} f_e ,$$

where $e'\sim e$ means that $e'$ and $e$ are neighbours. For the Heisenberg antiferromagnet in a field $h$ (in energy units), the one-magnon operator, measured from the fully polarized state, is

$$(Hf)_e=h f_e+Js\sum_{e'\sim e}(f_{e'}-f_e).$$

The difference $f_{e'}-f_e$ combines the transfer of the spin deviation to a neighbour with the change in the Ising part of the bond energy.

## What is proved, in words

`line_graph_flat_band` has three parts: $A$ is symmetric, $A+2$ is positive semidefinite, and $Af=-2f$ holds exactly when $S_v(f)=0$ at every vertex $v$.

`heisenberg_flat_band` assumes $J>0$, $s>0$ and, through `hd`, that every vertex lies on $d$ edges. This last condition gives all sites the same number of neighbours, so the diagonal part of $H$ is constant. The conclusion is

$$\sum_e f_e(Hf)_e\ \ge\ (h-2dJs)\sum_e f_e^2,$$

and $Hf=(h-2dJs)f$ holds exactly when all vertex sums vanish. A finite honeycomb lattice with periodic boundary conditions, large enough to be a simple graph, has $d=3$.

`localized_magnon` supplies a non-zero state whenever $G$ contains a cycle of even length $2n\ge 4$ without repeated vertices. The state vanishes off the cycle and satisfies $Af=-2f$.

In the Lean file, sites are elements of `G.edgeSet`, and `hop`, `vertexSum` and `magnonHam` are $A$, $S_v$ and $H$. The notation `s(a, b)` stands for the unordered pair of `a` and `b` and is unrelated to the spin `s`. The cycle is a function `c : ℕ → V`: `hc` makes successive vertices adjacent, `hclose` closes the walk, and `hinj` excludes repetitions among $c_0,\dots,c_{2n-1}$. States are not normalised. The loop state has amplitudes $\pm1$ on its $2n$ edges, or $\pm1/\sqrt{2n}$ after normalisation.

The operator $H$ is taken as a definition and not derived from the many-spin Hamiltonian. States with several magnons do not enter, so the field found above concerns the one-magnon gap only. Despite the names of the theorems, there is no crystal momentum here: the flat band appears as an eigenspace on a finite graph.

## The derivation by hand

**One edge.** Take an edge $ab$ and add $S_a(f)+S_b(f)$. The edge $ab$ itself is counted twice. Any other edge meeting it is counted once, because in a simple graph no second edge contains both $a$ and $b$. Hence

$$(Af)_{ab}+2f_{ab}=S_a(f)+S_b(f).$$

**Matrix elements.** Multiply by $g_e$, sum over edges and exchange the two sums:

$$\sum_e g_e\,[(Af)_e+2f_e]=\sum_e g_e\sum_{v\in e}S_v(f)=\sum_v S_v(g)\,S_v(f).$$

The right side is symmetric in $f$ and $g$, and so is $2\sum_e g_ef_e$; therefore $A$ is symmetric. For $g=f$ the right side is $\sum_v S_v(f)^2\ge 0$. If $Af=-2f$, this sum of squares is zero and every $S_v(f)$ vanishes. Conversely, if all vertex sums vanish, the one-edge identity gives $Af=-2f$.

**Heisenberg energy.** Apply the one-edge identity to the constant function 1, whose vertex sums are all $d$. Each site then has $2d-2$ neighbours, and

$$Hf=hf+Js\,[Af-(2d-2)f]=(h-2dJs)f+Js\,(A+2)f.$$

Since $Js>0$, the bound and the eigenvalue condition follow from the properties of $A+2$.

**The loop state.** Put

$$f_e=\sum_{i=0}^{2n-1}(-1)^i\,[\,e=c_ic_{i+1}\,],$$

where a bracket is 1 if its condition is true and 0 otherwise. With $\delta_i=[v=c_i]$, step $i$ contributes $(-1)^i(\delta_i+\delta_{i+1})$ to $S_v(f)$. The partial sums telescope:

$$\sum_{i=0}^{m-1}(-1)^i(\delta_i+\delta_{i+1})=\delta_0-(-1)^m\delta_m .$$

At $m=2n$ this is $\delta_0-\delta_{2n}=0$, because the walk closes.

It remains to see that $f\neq0$. Suppose a later step $i$ used the edge $c_0c_1$ again. Either $c_i=c_0$, which is a repetition, or $c_i=c_1$ and $c_{i+1}=c_0$. The second case forces $i=1$ and $c_2=c_0$, again a repetition because $2<2n$. So the amplitude on the first edge is 1.

## The Lean file

```lean
import Mathlib

open scoped Classical

namespace LineGraphMagnons

noncomputable section

variable {V : Type*} [Fintype V] [DecidableEq V] {G : SimpleGraph V} [Fintype G.edgeSet]

/-- Two magnetic sites (edges of `G`) are neighbours if they are distinct and share a vertex. -/
def Touch (e e' : G.edgeSet) : Prop :=
  e' ≠ e ∧ ∃ v, v ∈ e.1 ∧ v ∈ e'.1

/-- The hopping operator `A`: sum the magnon amplitude over all neighbouring sites. -/
def hop (f : G.edgeSet → ℝ) (e : G.edgeSet) : ℝ :=
  ∑ e' : G.edgeSet, if Touch e e' then f e' else 0

/-- The sum of the magnon amplitudes on the edges that meet at the vertex `v`. -/
def vertexSum (f : G.edgeSet → ℝ) (v : V) : ℝ :=
  ∑ e : G.edgeSet, if v ∈ e.1 then f e else 0

/-- The one-magnon Heisenberg operator with exchange `J`, spin `s` and field `h`, with energies
measured from the fully polarized state. -/
def magnonHam (J s h : ℝ) (f : G.edgeSet → ℝ) (e : G.edgeSet) : ℝ :=
  h * f e + J * s * ∑ e' : G.edgeSet, if Touch e e' then f e' - f e else 0

/-- The state obtained by adding `(-1) ^ i` on the edge of step `i`, for the first `2 * n` steps of
the walk `c`. -/
def loopMagnon (G : SimpleGraph V) (c : ℕ → V) (n : ℕ) (e : G.edgeSet) : ℝ :=
  ∑ i ∈ Finset.range (2 * n), if e.1 = s(c i, c (i + 1)) then (-1 : ℝ) ^ i else 0

/-- A sum over the vertices of an edge has two terms, one for each end. -/
theorem sum_endpoints {a b : V} (hab : a ≠ b) (g : V → ℝ) :
    (∑ v, if v ∈ s(a, b) then g v else 0) = g a + g b := by
  have h : ∀ v, (if v ∈ s(a, b) then g v else 0)
      = (if v = a then g v else 0) + (if v = b then g v else 0) := by
    intro v
    by_cases h1 : v = a
    · subst h1
      simp [hab]
    · by_cases h2 : v = b <;> simp [h1, h2, hab.symm]
  rw [Finset.sum_congr rfl fun v _ => h v, Finset.sum_add_distrib]
  simp

omit [Fintype V] in
/-- On the edge `ab`, the operator `A + 2` gives the vertex sum at `a` plus that at `b`. -/
theorem hop_add_two {a b : V} (hab : G.Adj a b) (f : G.edgeSet → ℝ) :
    hop f ⟨s(a, b), hab⟩ + 2 * f ⟨s(a, b), hab⟩ = vertexSum f a + vertexSum f b := by
  have h2 : ∀ e₀ : G.edgeSet,
      2 * f e₀ = ∑ e' : G.edgeSet, if e' = e₀ then 2 * f e' else 0 := fun e₀ => by simp
  rw [h2, hop, vertexSum, vertexSum, ← Finset.sum_add_distrib, ← Finset.sum_add_distrib]
  refine Finset.sum_congr rfl fun e' _ => ?_
  rcases eq_or_ne e' ⟨s(a, b), hab⟩ with rfl | he
  · simp [Touch, two_mul]
  · -- a different edge contains at most one of the two ends
    have hn : ¬ (a ∈ e'.1 ∧ b ∈ e'.1) := fun h =>
      he (Subtype.ext ((Sym2.mem_and_mem_iff hab.ne).1 h))
    by_cases ha : a ∈ e'.1 <;> by_cases hb : b ∈ e'.1
    · exact absurd ⟨ha, hb⟩ hn
    all_goals simp [Touch, he, ha, hb]

/-- The matrix element of `A + 2` between two magnon states is the sum over vertices of the
product of their vertex sums. -/
theorem hop_bilinear (f g : G.edgeSet → ℝ) :
    ∑ e, g e * (hop f e + 2 * f e) = ∑ v, vertexSum g v * vertexSum f v := by
  have key : ∀ e : G.edgeSet,
      hop f e + 2 * f e = ∑ v, if v ∈ e.1 then vertexSum f v else 0 := by
    rintro ⟨e, he⟩
    induction e using Sym2.ind with
    | _ a b =>
      have hab : G.Adj a b := he
      exact (hop_add_two hab f).trans (sum_endpoints hab.ne _).symm
  simp_rw [key, Finset.mul_sum]
  -- exchange the sums over edges and vertices
  rw [Finset.sum_comm]
  refine Finset.sum_congr rfl fun v _ => ?_
  generalize vertexSum f v = x
  rw [vertexSum, Finset.sum_mul]
  refine Finset.sum_congr rfl fun e _ => ?_
  split_ifs <;> simp

/-- The hopping operator `A` on the edges of a finite simple graph is symmetric, `A + 2` is
positive semidefinite, and `A f = -2 f` holds exactly when `f` sums to zero at every vertex. -/
theorem line_graph_flat_band :
    (∀ f g : G.edgeSet → ℝ, ∑ e, g e * hop f e = ∑ e, hop g e * f e) ∧
    (∀ f : G.edgeSet → ℝ, 0 ≤ ∑ e, f e * (hop f e + 2 * f e)) ∧
    (∀ f : G.edgeSet → ℝ, (∀ e, hop f e = -2 * f e) ↔ ∀ v, vertexSum f v = 0) := by
  refine ⟨fun f g => ?_, fun f => ?_, fun f => ⟨fun h => ?_, fun h => ?_⟩⟩
  · have h1 := hop_bilinear f g
    have h2 := hop_bilinear g f
    have h3 : ∑ v, vertexSum g v * vertexSum f v = ∑ v, vertexSum f v * vertexSum g v :=
      Finset.sum_congr rfl fun v _ => mul_comm _ _
    have h4 : ∑ e, g e * (hop f e + 2 * f e) - ∑ e, f e * (hop g e + 2 * g e)
        = ∑ e, g e * hop f e - ∑ e, hop g e * f e := by
      rw [← Finset.sum_sub_distrib, ← Finset.sum_sub_distrib]
      exact Finset.sum_congr rfl fun e _ => by ring
    linarith
  · rw [hop_bilinear f f]
    exact Finset.sum_nonneg fun v _ => mul_self_nonneg _
  · -- a vanishing sum of squares forces every vertex sum to vanish
    have h0 : ∑ v, vertexSum f v * vertexSum f v = 0 := by
      rw [← hop_bilinear f f]
      exact Finset.sum_eq_zero fun e _ => by rw [h e]; ring
    intro v
    exact mul_self_eq_zero.1 ((Finset.sum_eq_zero_iff_of_nonneg
      fun v _ => mul_self_nonneg (vertexSum f v)).1 h0 v (Finset.mem_univ v))
  · rintro ⟨e, he⟩
    induction e using Sym2.ind with
    | _ a b =>
      have h1 := hop_add_two (G := G) he f
      rw [h a, h b] at h1
      linarith

/-- If every vertex lies on `d` edges, the one-magnon Heisenberg operator is the constant
`h - 2 d J s` plus `J s` times `A + 2`. -/
theorem magnonHam_eq (J s h : ℝ) (d : ℕ)
    (hd : ∀ v : V, (Finset.univ.filter fun e : G.edgeSet => v ∈ e.1).card = d)
    (f : G.edgeSet → ℝ) (e : G.edgeSet) :
    magnonHam J s h f e = (h - 2 * d * J * s) * f e + J * s * (hop f e + 2 * f e) := by
  have hv : ∀ v : V, vertexSum (fun _ : G.edgeSet => (1 : ℝ)) v = d := fun v => by
    simp only [vertexSum, Finset.sum_boole, hd v]
  -- every site has `2 d - 2` neighbours
  have h1 : hop (fun _ : G.edgeSet => (1 : ℝ)) e = 2 * d - 2 := by
    obtain ⟨e, he⟩ := e
    induction e using Sym2.ind with
    | _ a b =>
      have h2 := hop_add_two (G := G) he (fun _ => (1 : ℝ))
      rw [hv a, hv b] at h2
      linarith
  have h3 : (∑ e' : G.edgeSet, if Touch e e' then f e' - f e else 0)
      = hop f e - f e * hop (fun _ : G.edgeSet => (1 : ℝ)) e := by
    rw [hop, hop, Finset.mul_sum, ← Finset.sum_sub_distrib]
    refine Finset.sum_congr rfl fun e' _ => ?_
    split_ifs <;> simp
  rw [magnonHam, h3, h1]
  ring

/-- For an antiferromagnet whose underlying graph has `d` edges at every vertex, the one-magnon
energy is at least `h - 2 d J s`, and the states of exactly this energy are those whose
amplitudes sum to zero at every vertex. -/
theorem heisenberg_flat_band {J s : ℝ} (hJ : 0 < J) (hs : 0 < s) (h : ℝ) (d : ℕ)
    (hd : ∀ v : V, (Finset.univ.filter fun e : G.edgeSet => v ∈ e.1).card = d)
    (f : G.edgeSet → ℝ) :
    (h - 2 * d * J * s) * ∑ e, f e ^ 2 ≤ ∑ e, f e * magnonHam J s h f e ∧
    ((∀ e, magnonHam J s h f e = (h - 2 * d * J * s) * f e) ↔ ∀ v, vertexSum f v = 0) := by
  have hJs : 0 < J * s := mul_pos hJ hs
  constructor
  · have h1 : ∑ e, f e * magnonHam J s h f e = (h - 2 * d * J * s) * ∑ e, f e ^ 2
        + J * s * ∑ e, f e * (hop f e + 2 * f e) := by
      rw [Finset.mul_sum, Finset.mul_sum, ← Finset.sum_add_distrib]
      exact Finset.sum_congr rfl fun e _ => by rw [magnonHam_eq J s h d hd]; ring
    have h2 := mul_nonneg hJs.le ((line_graph_flat_band (G := G)).2.1 f)
    linarith
  · rw [← (line_graph_flat_band (G := G)).2.2 f]
    refine forall_congr' fun e => ?_
    rw [magnonHam_eq J s h d hd]
    constructor
    · intro h1
      have h2 : J * s * (hop f e + 2 * f e) = 0 := by linarith
      have h3 := (mul_eq_zero.1 h2).resolve_left hJs.ne'
      linarith
    · intro h1
      rw [h1]
      ring

omit [Fintype V] in
/-- Alternating amplitudes along a closed walk of even length sum to zero at every vertex. -/
theorem vertexSum_loopMagnon (c : ℕ → V) (n : ℕ)
    (hc : ∀ i < 2 * n, G.Adj (c i) (c (i + 1))) (hclose : c (2 * n) = c 0) (v : V) :
    vertexSum (loopMagnon G c n) v = 0 := by
  let δ : ℕ → ℝ := fun i => if v = c i then 1 else 0
  have tele : ∀ m, ∑ i ∈ Finset.range m, (-1 : ℝ) ^ i * (δ i + δ (i + 1))
      = δ 0 - (-1) ^ m * δ m := by
    intro m
    induction m with
    | zero => simp
    | succ m ih => rw [Finset.sum_range_succ, ih]; ring
  have hswap : vertexSum (loopMagnon G c n) v
      = ∑ i ∈ Finset.range (2 * n), (-1 : ℝ) ^ i * (δ i + δ (i + 1)) := by
    have h1 : vertexSum (loopMagnon G c n) v = ∑ e : G.edgeSet, ∑ i ∈ Finset.range (2 * n),
        if v ∈ e.1 then (if e.1 = s(c i, c (i + 1)) then (-1 : ℝ) ^ i else 0) else 0 := by
      refine Finset.sum_congr rfl fun e _ => ?_
      by_cases hv : v ∈ e.1 <;> simp [hv, loopMagnon]
    rw [h1, Finset.sum_comm]
    refine Finset.sum_congr rfl fun i hi => ?_
    have hadj := hc i (Finset.mem_range.1 hi)
    -- step `i` of the walk contributes only on its own edge
    rw [Finset.sum_eq_single (⟨s(c i, c (i + 1)), hadj⟩ : G.edgeSet)]
    · by_cases h2 : v = c i
      · have h3 : v ≠ c (i + 1) := fun h => hadj.ne (h2.symm.trans h)
        simp [δ, ← h2, h3]
      · by_cases h3 : v = c (i + 1) <;> simp [δ, h2, h3, hadj.ne']
    · intro e _ he
      have h2 : e.1 ≠ s(c i, c (i + 1)) := fun h => he (Subtype.ext h)
      simp [h2]
    · intro h
      exact absurd (Finset.mem_univ _) h
  rw [hswap, tele]
  simp [δ, hclose, pow_mul]

/-- On a cycle of even length `2 n ≥ 4` without repeated vertices, the alternating state is
non-zero, vanishes on all edges off the cycle, and satisfies `A f = -2 f`. -/
theorem localized_magnon (c : ℕ → V) (n : ℕ) (hn : 2 ≤ n)
    (hc : ∀ i < 2 * n, G.Adj (c i) (c (i + 1))) (hclose : c (2 * n) = c 0)
    (hinj : ∀ i < 2 * n, ∀ j < 2 * n, c i = c j → i = j) :
    loopMagnon G c n ≠ 0 ∧
    (∀ e : G.edgeSet, (∀ i < 2 * n, e.1 ≠ s(c i, c (i + 1))) → loopMagnon G c n e = 0) ∧
    ∀ e, hop (loopMagnon G c n) e = -2 * loopMagnon G c n e := by
  refine ⟨fun hz => ?_, fun e he => ?_, ?_⟩
  · -- the amplitude on the first edge of the cycle is one
    have h1 : loopMagnon G c n ⟨s(c 0, c (0 + 1)), hc 0 (by omega)⟩ = 1 := by
      rw [loopMagnon, Finset.sum_eq_single 0]
      · simp
      · intro i hi hi0
        have hi' := Finset.mem_range.1 hi
        apply if_neg
        intro h
        rcases Sym2.eq_iff.1 h with ⟨h0, _⟩ | ⟨h0, h2⟩
        · exact hi0 (hinj 0 (by omega) i hi' h0).symm
        · have h3 := hinj (0 + 1) (by omega) i hi' h2
          have h4 := hinj 0 (by omega) (i + 1) (by omega) h0
          omega
      · intro h
        exact absurd (Finset.mem_range.2 (by omega)) h
    rw [hz] at h1
    simp at h1
  · exact Finset.sum_eq_zero fun i hi => if_neg (he i (Finset.mem_range.1 hi))
  · exact ((line_graph_flat_band (G := G)).2.2 _).2 (vertexSum_loopMagnon c n hc hclose)

end

end LineGraphMagnons
```

```lean
#print axioms LineGraphMagnons.line_graph_flat_band
#print axioms LineGraphMagnons.heisenberg_flat_band
#print axioms LineGraphMagnons.localized_magnon
```

```
'LineGraphMagnons.line_graph_flat_band' depends on axioms: [propext, Classical.choice, Quot.sound]
'LineGraphMagnons.heisenberg_flat_band' depends on axioms: [propext, Classical.choice, Quot.sound]
'LineGraphMagnons.localized_magnon' depends on axioms: [propext, Classical.choice, Quot.sound]
```

## How the proof follows the derivation

`hop_add_two` is the one-edge identity. It writes both sides as sums over all edges `e'` and compares them term by term. The case `e' = ab` gives the factor 2. For any other edge, `Sym2.mem_and_mem_iff` rules out that it contains both ends, and the remaining cases are settled by `simp`.

`hop_bilinear` is the matrix-element formula. Its inner statement `key` uses `sum_endpoints` to rewrite $S_a+S_b$ as a sum over the vertices of the edge, and `Finset.sum_comm` exchanges the summations.

In `line_graph_flat_band`, symmetry comes from using `hop_bilinear` in both orders and subtracting. Positivity is `mul_self_nonneg` at each vertex. For the kernel, `Finset.sum_eq_zero_iff_of_nonneg` passes from a vanishing sum of squares to vanishing terms, and the converse goes back to `hop_add_two`.

`magnonHam_eq` counts neighbours by applying `hop_add_two` to the constant function 1, as above. `heisenberg_flat_band` then takes the properties of $A+2$ from `line_graph_flat_band`. The bound also uses that `J * s` is not negative, and the eigenvalue condition that it is not zero.

In `vertexSum_loopMagnon`, `tele` is the telescoping formula, proved by induction on `m`. The step `hswap` exchanges the sums over edges and walk steps, after which `Finset.sum_eq_single` keeps the one edge used by step `i`. This lemma allows repeated vertices. Only the non-vanishing part of `localized_magnon` uses `hinj`, with `omega` handling the index arithmetic.

## A matrix version

The result could also have been stated with the vertex–edge incidence matrix $B$ of the code above, as $A+2=B^{\mathsf T}B$. Symmetry and positivity would then come from general facts about such products, and the condition $S_v(f)=0$ would read $Bf=0$. Theorems about matrix spectra and rank would apply directly. In exchange, the neighbour sum that defines the physical hopping would have to be identified with $B^{\mathsf T}B-2$, which is the content of `hop_add_two`.
